# For continuous dV and phi on [0,R] with ∫ dV phi² ≠ 0, the Kleinman-Bylander element in sin(kr) vanishes as k → ∞, while the semilocal element tends to ½ ∫ dV

Q: Before any limit, tell me what the symbols stand for.

A: dV(r) is the s-channel pseudopotential minus the chosen local potential, taken to be zero beyond a radius R. The reference state phi(r) is a radial function in the convention u(r) = r ψ(r), so integrals carry dr and no r². All functions are real.

```lean
import Mathlib

open Filter Topology

namespace KleinmanBylanderLargeMomentum

noncomputable section
```

The test function is the free s-wave, with amplitude 1 and wave number k.

```lean
/-- The s-wave radial function `sin (k r)` of a free electron with wave number `k`. -/
def wave (k : ℝ) : ℝ → ℝ := fun r => Real.sin (k * r)
```

The semilocal element of a radial function u is ∫ dV u² over [0,R].

```lean
/-- The diagonal element of the semilocal potential `dV` in the radial function `u`,
the integral of `dV u²` over `[0, R]`. -/
def semilocalElement (R : ℝ) (dV u : ℝ → ℝ) : ℝ :=
  ∫ r in (0 : ℝ)..R, dV r * u r ^ 2
```

Q: And the Kleinman-Bylander potential? If you define its matrix element as a ready-made quotient, you have assumed the separable form.

A: It is defined as an operator. With a = ∫ dV phi², which is `semilocalElement R dV phi` in Lean, it acts as

(V_KB u)(r) = dV(r) phi(r) · (∫ dV phi u) / a.

```lean
/-- The Kleinman-Bylander potential with reference state `phi`, acting on the radial function `u`.
The definition models that potential only if the integral of `dV phi²` is nonzero; otherwise Lean's
division by zero makes it return zero. -/
def kbApply (R : ℝ) (dV phi u : ℝ → ℝ) (r : ℝ) : ℝ :=
  dV r * phi r * (∫ s in (0 : ℝ)..R, dV s * phi s * u s) / semilocalElement R dV phi
```

Its diagonal element is then the integral of u against that action.

```lean
/-- The diagonal element of the Kleinman-Bylander potential in the radial function `u`,
for `dV` and `phi` with nonzero integral of `dV phi²`. -/
def kbElement (R : ℝ) (dV phi u : ℝ → ℝ) : ℝ :=
  ∫ r in (0 : ℝ)..R, u r * kbApply R dV phi u r
```

A general separable potential has finitely many projectors chi_i and a real coupling matrix D. Kleinman-Bylander is the case of one projector, dV phi, with D = 1/a.

```lean
/-- The diagonal element in `u` of a separable potential with projectors `chi i` and
coupling matrix `D`. -/
def separableElement {ι : Type*} [Fintype ι] (R : ℝ) (D : Matrix ι ι ℝ)
    (chi : ι → ℝ → ℝ) (u : ℝ → ℝ) : ℝ :=
  ∑ i, ∑ j, D i j * (∫ r in (0 : ℝ)..R, chi i r * u r) * (∫ r in (0 : ℝ)..R, chi j r * u r)
```

Q: Show me the calculation without Lean.

A: The number ∫ dV phi u comes out of the outer integral, which leaves a second copy of itself:

∫ u (V_KB u) dr = (∫ dV phi u dr)² / a.

For u = sin(kr) we need the Riemann-Lebesgue lemma: ∫ f(r) sin(kr) dr → 0 for continuous f on [0,R]. Approximate f by a step function to within ε everywhere. A step of height c on [p,q] contributes

c (cos kp − cos kq) / k → 0,

and the error is at most εR. Since ε is arbitrary, the limit is zero. The same argument works for the cosine. Taking f = dV phi makes the overlap vanish, and with it the Kleinman-Bylander element.

The semilocal integrand contains a square, which has a nonzero average:

sin²(kr) = (1 − cos 2kr) / 2,

∫ dV sin²(kr) dr = ½ ∫ dV dr − ½ ∫ dV cos(2kr) dr → ½ ∫ dV dr.

Q: Give me numbers.

A: In dimensionless units take R = π, dV = 1, phi(r) = r and k a positive integer. Then a = π³/3, and integration by parts gives

∫ r sin(kr) dr = −π cos(kπ)/k, whose square is π²/k².

The Kleinman-Bylander element is therefore 3/(πk²): 0.955 at k = 1 and 0.00955 at k = 10. The semilocal element is π/2 ≈ 1.571 for every such k.

Q: Your sine is not normalised. Could that produce the effect?

A: No. For R > 0, the integral of sin²(kr) over [0,R] tends to R/2. After normalisation on that interval the semilocal limit is (1/R) ∫ dV, the mean of dV, and the Kleinman-Bylander limit is still zero. In the example the normalised elements are 1 and 6/(π²k²).

Q: Now the Lean proof. Where does the quotient appear?

A: Here. The proof rewrites the integrand as a constant times dV phi u and pulls the constant out.

```lean
/-- The Kleinman-Bylander element is the squared overlap of `u` with the projector `dV phi`,
divided by the integral of `dV phi²`. -/
theorem kbElement_eq (R : ℝ) (dV phi u : ℝ → ℝ) :
    kbElement R dV phi u =
      (∫ r in (0 : ℝ)..R, dV r * phi r * u r) ^ 2 / semilocalElement R dV phi := by
  have h : ∀ r, u r * kbApply R dV phi u r =
      ((∫ s in (0 : ℝ)..R, dV s * phi s * u s) / semilocalElement R dV phi) *
        (dV r * phi r * u r) := by
    intro r
    unfold kbApply
    ring
  unfold kbElement
  simp only [h]
  rw [intervalIntegral.integral_const_mul]
  ring
```

Q: What does a ≠ 0 represent?

A: That dV has a nonzero expectation value in the reference state. Without this the Kleinman-Bylander potential is undefined. The condition lets a cancel, so that the operator reproduces dV phi exactly when it acts on phi.

```lean
/-- If the integral of `dV phi²` is nonzero, the Kleinman-Bylander potential acts on its
reference state `phi` exactly as `dV` does. -/
theorem kbApply_reference {R : ℝ} {dV phi : ℝ → ℝ} (ha : semilocalElement R dV phi ≠ 0)
    (r : ℝ) : kbApply R dV phi phi r = dV r * phi r := by
  have h : (∫ s in (0 : ℝ)..R, dV s * phi s * phi s) = semilocalElement R dV phi := by
    unfold semilocalElement
    refine intervalIntegral.integral_congr fun s _ => ?_
    ring
  unfold kbApply
  rw [h, mul_div_cancel_right₀ _ ha]
```

Q: And the Riemann-Lebesgue step?

A: Lean takes it from Mathlib, where it is stated for the whole line with kernel exp(−2πi r w). The proof extends f by zero outside the interval and sets w = k/(2π).

```lean
/-- Riemann-Lebesgue lemma on `[0, R]`: the Fourier integral of a real function `f` tends to zero at
large wave number. Integrability need not be assumed, because Lean sets the integral of a
non-integrable function to zero. -/
theorem fourier_tendsto_zero {R : ℝ} (hR : 0 ≤ R) (f : ℝ → ℝ) :
    Tendsto (fun k : ℝ => ∫ r in (0 : ℝ)..R,
      (f r : ℂ) * Complex.exp (((-(k * r) : ℝ) : ℂ) * Complex.I)) atTop (𝓝 0) := by
  have hk : Tendsto (fun k : ℝ => k / (2 * Real.pi)) atTop (cocompact ℝ) :=
    (tendsto_id.atTop_div_const (by positivity)).mono_right atTop_le_cocompact
  -- extend f by zero outside the interval and use the lemma on the whole line
  have h := (Real.tendsto_integral_exp_smul_cocompact
    ((Set.Ioc 0 R).indicator (fun r => (f r : ℂ)))).comp hk
  refine h.congr fun k => ?_
  rw [intervalIntegral.integral_of_le hR, ← MeasureTheory.integral_indicator measurableSet_Ioc]
  refine MeasureTheory.integral_congr_ae (Eventually.of_forall fun r => ?_)
  have e : 2 * Real.pi * (-(r * (k / (2 * Real.pi)))) = -(k * r) := by
    field_simp
  by_cases hr : r ∈ Set.Ioc 0 R
  · simp only [Set.indicator_of_mem hr, Circle.smul_def, Real.fourierChar_apply, smul_eq_mul]
    rw [e, mul_comm]
  · simp only [Set.indicator_of_notMem hr, smul_zero]
```

Real and imaginary parts then give the cosine and sine integrals. Continuity of f makes the integrand integrable, so that these parts may be taken inside the integral. The kernel is exp(−ikr), so the sine case needs a change of sign.

```lean
/-- For a continuous function on `[0, R]`, the sine and cosine integrals both vanish at
large wave number. -/
theorem sin_cos_tendsto_zero {R : ℝ} (hR : 0 ≤ R) {f : ℝ → ℝ}
    (hf : ContinuousOn f (Set.Icc 0 R)) :
    Tendsto (fun k : ℝ => ∫ r in (0 : ℝ)..R, f r * Real.sin (k * r)) atTop (𝓝 0) ∧
    Tendsto (fun k : ℝ => ∫ r in (0 : ℝ)..R, f r * Real.cos (k * r)) atTop (𝓝 0) := by
  -- a real-linear functional may be taken inside the Fourier integral
  have key : ∀ L : ℂ →L[ℝ] ℝ, Tendsto (fun k : ℝ => ∫ r in (0 : ℝ)..R,
      L ((f r : ℂ) * Complex.exp (((-(k * r) : ℝ) : ℂ) * Complex.I))) atTop (𝓝 0) := by
    intro L
    have h := (L.continuous.tendsto 0).comp (fourier_tendsto_zero hR f)
    rw [map_zero] at h
    refine h.congr fun k => ?_
    refine (L.intervalIntegral_comp_comm (ContinuousOn.intervalIntegrable_of_Icc hR ?_)).symm
    exact (Complex.continuous_ofReal.comp_continuousOn hf).mul
      (Continuous.continuousOn (by fun_prop))
  constructor
  · have h := (key Complex.imCLM).neg
    rw [neg_zero] at h
    refine h.congr fun k => ?_
    rw [← intervalIntegral.integral_neg]
    refine intervalIntegral.integral_congr fun r _ => ?_
    simp only [Complex.imCLM_apply, Complex.im_ofReal_mul, Complex.exp_ofReal_mul_I_im,
      Real.sin_neg]
    ring
  · refine (key Complex.reCLM).congr fun k => ?_
    refine intervalIntegral.integral_congr fun r _ => ?_
    simp only [Complex.reCLM_apply, Complex.re_ofReal_mul, Complex.exp_ofReal_mul_I_re,
      Real.cos_neg]
```

The semilocal limit uses the cosine statement at wave number 2k, followed by the double-angle identity.

```lean
/-- For continuous `dV`, the semilocal element in `sin (k r)` tends to half the integral
of `dV` as `k` tends to infinity. -/
theorem semilocal_tendsto {R : ℝ} (hR : 0 ≤ R) {dV : ℝ → ℝ}
    (hV : ContinuousOn dV (Set.Icc 0 R)) :
    Tendsto (fun k => semilocalElement R dV (wave k)) atTop
      (𝓝 ((1 / 2) * ∫ r in (0 : ℝ)..R, dV r)) := by
  have h2 : Tendsto (fun k : ℝ => 2 * k) atTop atTop :=
    tendsto_id.const_mul_atTop (by norm_num)
  have h := (((sin_cos_tendsto_zero hR hV).2.comp h2).const_sub
    (∫ r in (0 : ℝ)..R, dV r)).const_mul (1 / 2)
  rw [sub_zero] at h
  refine h.congr fun k => ?_
  simp only [Function.comp_apply]
  -- sin² is one half minus an oscillation at twice the wave number
  have hcos : ContinuousOn (fun r : ℝ => Real.cos (2 * k * r)) (Set.Icc 0 R) :=
    Continuous.continuousOn (by fun_prop)
  have hc : IntervalIntegrable (fun r : ℝ => dV r * Real.cos (2 * k * r))
      MeasureTheory.volume 0 R := (hV.mul hcos).intervalIntegrable_of_Icc hR
  unfold semilocalElement
  rw [← intervalIntegral.integral_sub (hV.intervalIntegrable_of_Icc hR) hc,
    ← intervalIntegral.integral_const_mul]
  refine intervalIntegral.integral_congr fun r _ => ?_
  have e : Real.cos (2 * k * r) = 1 - 2 * Real.sin (k * r) ^ 2 := by
    rw [mul_assoc, Real.cos_two_mul]
    linear_combination 2 * Real.sin_sq_add_cos_sq (k * r)
  simp only [wave, e]
  ring
```

Q: Read me the main theorem as physics.

A: Let dV and phi be continuous on [0,R] with a ≠ 0. Then three things hold together: the Kleinman-Bylander potential acts on phi exactly as dV does, its element in sin(kr) tends to zero, and the semilocal element tends to ½ ∫ dV. The proof joins the earlier results; for the middle part it squares the vanishing overlap and divides by a.

```lean
/-- For continuous `dV` and `phi` with nonzero integral of `dV phi²`, the Kleinman-Bylander
potential agrees with `dV` on `phi`, yet as `k` tends to infinity its element in `sin (k r)`
tends to zero while the semilocal element tends to half the integral of `dV`. -/
theorem kleinman_bylander_large_momentum {R : ℝ} (hR : 0 ≤ R) {dV phi : ℝ → ℝ}
    (hV : ContinuousOn dV (Set.Icc 0 R)) (hphi : ContinuousOn phi (Set.Icc 0 R))
    (ha : semilocalElement R dV phi ≠ 0) :
    (∀ r, kbApply R dV phi phi r = dV r * phi r) ∧
    Tendsto (fun k => kbElement R dV phi (wave k)) atTop (𝓝 0) ∧
    Tendsto (fun k => semilocalElement R dV (wave k)) atTop
      (𝓝 ((1 / 2) * ∫ r in (0 : ℝ)..R, dV r)) := by
  refine ⟨kbApply_reference ha, ?_, semilocal_tendsto hR hV⟩
  have h := ((sin_cos_tendsto_zero hR (hV.mul hphi)).1.pow 2).div_const
    (semilocalElement R dV phi)
  rw [zero_pow two_ne_zero, zero_div] at h
  exact h.congr fun k => (kbElement_eq R dV phi (wave k)).symm
```

Q: Would more projectors repair the large-k behaviour?

A: Not a fixed finite number of continuous ones. Each term of the double sum is a constant times two vanishing overlaps.

```lean
/-- The element in `sin (k r)` of a separable potential with finitely many continuous
projectors tends to zero as `k` tends to infinity, whatever the coupling matrix. -/
theorem separable_tendsto_zero {ι : Type*} [Fintype ι] {R : ℝ} (hR : 0 ≤ R)
    (D : Matrix ι ι ℝ) {chi : ι → ℝ → ℝ} (hchi : ∀ i, ContinuousOn (chi i) (Set.Icc 0 R)) :
    Tendsto (fun k => separableElement R D chi (wave k)) atTop (𝓝 0) := by
  have h := tendsto_finsetSum Finset.univ fun i _ =>
    tendsto_finsetSum Finset.univ fun j _ =>
      ((sin_cos_tendsto_zero hR (hchi i)).1.const_mul (D i j)).mul
        (sin_cos_tendsto_zero hR (hchi j)).1
  simp only [mul_zero, Finset.sum_const_zero] at h
  exact h
```

If ∫ dV ≠ 0, the separable element minus the semilocal one tends to −½ ∫ dV, which is not zero. The two elements therefore differ at every sufficiently large k, with a threshold that may depend on dV, the projectors and D.

```lean
/-- If `dV` is continuous with nonzero integral, a separable potential with finitely many
continuous projectors differs from the semilocal one in its element at every sufficiently
large `k`. -/
theorem separable_ne_semilocal {ι : Type*} [Fintype ι] {R : ℝ} (hR : 0 ≤ R)
    {dV : ℝ → ℝ} (hV : ContinuousOn dV (Set.Icc 0 R)) (hI : (∫ r in (0 : ℝ)..R, dV r) ≠ 0)
    (D : Matrix ι ι ℝ) {chi : ι → ℝ → ℝ} (hchi : ∀ i, ContinuousOn (chi i) (Set.Icc 0 R)) :
    ∀ᶠ k in atTop, separableElement R D chi (wave k) ≠ semilocalElement R dV (wave k) := by
  -- the difference of the two elements has a nonzero limit
  have hne : 0 - (1 / 2) * (∫ r in (0 : ℝ)..R, dV r) ≠ 0 := by
    rw [zero_sub]
    exact neg_ne_zero.mpr (mul_ne_zero (by norm_num) hI)
  have h := ((separable_tendsto_zero hR D hchi).sub (semilocal_tendsto hR hV)).eventually_ne hne
  exact h.mono fun k hk => sub_ne_zero.mp hk

end

end KleinmanBylanderLargeMomentum
```

```lean
#print axioms KleinmanBylanderLargeMomentum.kleinman_bylander_large_momentum
#print axioms KleinmanBylanderLargeMomentum.separable_ne_semilocal
```

```
'KleinmanBylanderLargeMomentum.kleinman_bylander_large_momentum' depends on axioms: [propext, Classical.choice, Quot.sound]
'KleinmanBylanderLargeMomentum.separable_ne_semilocal' depends on axioms: [propext, Classical.choice, Quot.sound]
```

Q: What is left out of the model?

A: It has one s channel and diagonal elements only. Continuity excludes a dV that diverges at the origin, and the finite R excludes a long tail. The function phi need not solve an atomic Schrödinger equation, and norm conservation is never used. The theorems give no rate of convergence, and they do not say which potential is closer to the all-electron atom.

Q: Then what does it tell someone running plane-wave calculations?

A: Within this one-channel model with continuous dV and ∫ dV ≠ 0, exact agreement on the reference state does not carry over to the diagonal elements in sin(kr) at large k. The s part of a plane wave is sin(kr)/(kr), which means u = sin(kr)/k, so its diagonal elements carry a further factor 1/k². Both then vanish at large k, but the ratio of the Kleinman-Bylander element to the semilocal one still tends to zero. This alone does not give the error in a total energy, because off-diagonal elements count there too: in phi itself the two potentials have the same expectation value, however large its components at high k.
